# Negative squared frequencies from exchange in a uniform-gap RPA model with $n\ge 2$: the threshold $D<2g$

A calculation in the random-phase approximation (RPA) obtains excitation frequencies $\omega$ from a matrix whose eigenvalues are $\omega^2$. With only the direct Coulomb kernel, these eigenvalues stay positive when the orbital gaps are positive. Adding an exchange kernel can make some of them negative, and the corresponding frequencies are then imaginary. In a model with one gap and one coupling constant, the threshold for this can be found exactly.

## The model and its threshold

Take $n$ occupied orbitals $i,j$ and $n$ virtual orbitals $a,b$, both labelled $0,\dots,n-1$. Every excitation $i\to a$ costs the same orbital-energy difference $D>0$. The two-electron integrals are postulated to be

$$(ia|jb)=g\,\delta_{ia}\delta_{jb},\qquad g>0.$$

Only pairs with matching labels thus have a transition density that interacts, and all of these interact with equal strength $g$, which is also the Coulomb self-repulsion of each such density.

The direct kernel $J$ has entries $(ia|jb)$ and the exchange kernel $X$ has entries $(ib|ja)=g\,\delta_{ib}\delta_{ja}$. For $n\ge2$:

- $D(D+2J-2X)$ has a negative eigenvalue if and only if $D<2g$.
- $D(D+2J)$ has no negative eigenvalue.

At $D=2g$ the lowest eigenvalue of the exchange matrix is zero.

## Square roots and factorisations in an RPA code

The model takes the same exchange term in both RPA blocks, which time-dependent Hartree–Fock does not. The blocks are then $A=D+J-X$ and $B=J-X$, so $A-B=D$ and $(A-B)(A+B)=D(D+2J-2X)$. A code that diagonalises this matrix and takes square roots, for instance to assemble a correlation energy, relies on there being no negative eigenvalue. An ordinary Cholesky factorisation of $A+B$ needs a positive definite matrix, which here means $D>2g$, since the lowest eigenvalue of $A+B$ is $D-2g$.

If both kernels are scaled by a coupling strength $\lambda>0$, then $g$ becomes $\lambda g$ and the threshold becomes $D<2\lambda g$. A coupling-strength integration can therefore start in the stable region and leave it.

The model also supplies a small test input. For $n=2$, $D=1$ and $g=0.6$, the exchange matrix has the eigenvalues $-0.2$ and $2.2$, and the direct matrix has $1$ and $3.4$.

## Spectrum by trace and transposition

Let $x_{ia}$ be an excitation amplitude and $T=\sum_k x_{kk}$ its trace. The Kronecker deltas collapse the sums:

$$(Jx)_{ia}=\sum_{jb}g\,\delta_{ia}\delta_{jb}x_{jb}=g\,\delta_{ia}T,\qquad (Xx)_{ia}=\sum_{jb}g\,\delta_{ib}\delta_{ja}x_{jb}=g\,x_{ai}.$$

The eigenvalue equation of the exchange matrix is therefore

$$\mu x_{ia}=D\left(Dx_{ia}+2g\,\delta_{ia}T-2g\,x_{ai}\right).$$

**Eigenvectors.** If $T=0$ and $x_{ai}=s\,x_{ia}$ with $s=\pm1$, the right-hand side is $D(D-2gs)x_{ia}$. For two distinct labels $p\ne q$, the normalised amplitude

$$x_{ia}=\frac{\delta_{ip}\delta_{aq}+s\,\delta_{iq}\delta_{ap}}{\sqrt2}$$

has both properties. It gives $D(D-2g)$ for $s=1$ and $D(D+2g)$ for $s=-1$. The normalised identity amplitude $\delta_{ia}/\sqrt n$ is symmetric with $T=\sqrt n$. On it $J$ gives $ng$ and $X$ gives $g$, so its eigenvalue is $D(D+2(n-1)g)$.

**No others.** Set $a=i$ in the eigenvalue equation and sum over $i$:

$$\mu T=D(D-2g)T+2nDgT=D\left(D+2(n-1)g\right)T.$$

If $\mu$ differs from $D(D+2(n-1)g)$, then $T=0$. Adding the equations for $x_{ia}$ and $x_{ai}$, and subtracting them, then gives

$$\left(\mu-D(D-2g)\right)(x_{ia}+x_{ai})=0,\qquad \left(\mu-D(D+2g)\right)(x_{ia}-x_{ai})=0.$$

If $\mu$ also differs from these two values, both combinations vanish and $x=0$, so $\mu$ is not an eigenvalue.

**Direct matrix.** Without $X$ the equation is $\mu x_{ia}=D^2x_{ia}+2Dg\,\delta_{ia}T$. Summing its diagonal gives $\mu T=D(D+2ng)T$. Either $T\ne0$ and $\mu=D(D+2ng)$, or $T=0$ and, because $x\neq0$, $\mu=D^2$.

**Signs.** For $D,g>0$ and $n\ge2$ all these values are positive except possibly $D(D-2g)$, which is negative exactly when $D<2g$.

**Smallest cases.** At $n=2$ the eigenvalues $D(D+2g)$ and $D(D+2(n-1)g)$ coincide, and the threshold is unchanged. At $n=1$ there is a single amplitude $x_{00}$. Exchange cancels the direct term, leaving $\mu=D^2$ for every $g$, so the equivalence fails there whenever $0<D<2g$.

## Lean source

```lean
import Mathlib

open Matrix

namespace RPAExchangeInstability

noncomputable section

/-- The Kronecker delta of two orbital labels, as a real number. -/
def delta {n : ℕ} (i j : Fin n) : ℝ := if i = j then 1 else 0

/-- The model two-electron integral `(ia|jb) = g δ_ia δ_jb`. -/
def eri {n : ℕ} (g : ℝ) (i a j b : Fin n) : ℝ := g * delta i a * delta j b

/-- The direct kernel `J`, with entries `(ia|jb)` between the pairs `ia` and `jb`. -/
def directKernel (n : ℕ) (g : ℝ) : Matrix (Fin n × Fin n) (Fin n × Fin n) ℝ :=
  Matrix.of fun p q => eri g p.1 p.2 q.1 q.2

/-- The exchange kernel `X`, with entries `(ib|ja)` between the pairs `ia` and `jb`. -/
def exchangeKernel (n : ℕ) (g : ℝ) : Matrix (Fin n × Fin n) (Fin n × Fin n) ℝ :=
  Matrix.of fun p q => eri g p.1 q.2 q.1 p.2

/-- The squared-frequency matrix `D (D + 2J)` of direct RPA with a uniform gap `D`. -/
def directSq (n : ℕ) (D g : ℝ) : Matrix (Fin n × Fin n) (Fin n × Fin n) ℝ :=
  D • (D • 1 + (2 : ℝ) • directKernel n g)

/-- The squared-frequency matrix `D (D + 2J - 2X)` with the exchange kernel included. -/
def exchangeSq (n : ℕ) (D g : ℝ) : Matrix (Fin n × Fin n) (Fin n × Fin n) ℝ :=
  D • (D • 1 + (2 : ℝ) • directKernel n g - (2 : ℝ) • exchangeKernel n g)

/-- The real number `μ` is an eigenvalue of `M`: some nonzero amplitude `x` has `M x = μ x`. -/
def IsEigenvalue {n : ℕ} (M : Matrix (Fin n × Fin n) (Fin n × Fin n) ℝ) (μ : ℝ) : Prop :=
  ∃ x : Fin n × Fin n → ℝ, x ≠ 0 ∧ M *ᵥ x = μ • x

lemma delta_self {n : ℕ} (i : Fin n) : delta i i = 1 := by simp [delta]

lemma delta_comm {n : ℕ} (i j : Fin n) : delta i j = delta j i := by
  simp [delta, eq_comm]

/-- The direct kernel sees only the trace of an amplitude. -/
theorem directKernel_apply {n : ℕ} (g : ℝ) (x : Fin n × Fin n → ℝ) (i a : Fin n) :
    (directKernel n g *ᵥ x) (i, a) = g * (delta i a * ∑ k, x (k, k)) := by
  by_cases h : i = a <;>
    simp [directKernel, eri, delta, Matrix.mulVec, dotProduct, Fintype.sum_prod_type, h,
      Finset.mul_sum]

/-- The exchange kernel transposes an amplitude and multiplies it by `g`. -/
theorem exchangeKernel_apply {n : ℕ} (g : ℝ) (x : Fin n × Fin n → ℝ) (i a : Fin n) :
    (exchangeKernel n g *ᵥ x) (i, a) = g * x (a, i) := by
  simp only [exchangeKernel, eri, Matrix.mulVec, dotProduct, Matrix.of_apply]
  rw [Fintype.sum_eq_single (a, i)]
  · simp [delta]
  · rintro ⟨j, b⟩ h
    by_cases h1 : j = a
    · by_cases h2 : i = b
      · exact absurd (by rw [h1, h2]) h
      · simp [delta, h2]
    · simp [delta, h1]

lemma directSq_apply {n : ℕ} (D g : ℝ) (x : Fin n × Fin n → ℝ) (i a : Fin n) :
    (directSq n D g *ᵥ x) (i, a)
      = D * (D * x (i, a) + 2 * g * (delta i a * ∑ k, x (k, k))) := by
  simp only [directSq, Matrix.smul_mulVec, Matrix.add_mulVec, Matrix.one_mulVec,
    Pi.smul_apply, Pi.add_apply, smul_eq_mul, directKernel_apply]
  ring

lemma exchangeSq_apply {n : ℕ} (D g : ℝ) (x : Fin n × Fin n → ℝ) (i a : Fin n) :
    (exchangeSq n D g *ᵥ x) (i, a)
      = D * (D * x (i, a) + 2 * g * (delta i a * ∑ k, x (k, k)) - 2 * g * x (a, i)) := by
  simp only [exchangeSq, Matrix.smul_mulVec, Matrix.add_mulVec, Matrix.sub_mulVec,
    Matrix.one_mulVec, Pi.smul_apply, Pi.add_apply, Pi.sub_apply, smul_eq_mul,
    directKernel_apply, exchangeKernel_apply]
  ring

lemma sum_relation {n : ℕ} (y : Fin n → ℝ) (μ c d : ℝ) (h : ∀ i, μ * y i = c * y i + d) :
    μ * ∑ i, y i = c * ∑ i, y i + n * d := by
  rw [Finset.mul_sum, Finset.sum_congr rfl (fun i _ => h i), Finset.sum_add_distrib,
    ← Finset.mul_sum, Finset.sum_const, Finset.card_univ, Fintype.card_fin, nsmul_eq_mul]

/-- A traceless amplitude that transposition multiplies by `s` is mapped by
`D (D + 2J - 2X)` to `D (D - 2gs)` times itself. -/
theorem exchangeSq_traceless {n : ℕ} (D g s : ℝ) (x : Fin n × Fin n → ℝ)
    (hx : ∀ i a, x (a, i) = s * x (i, a)) (ht : ∑ k, x (k, k) = 0) :
    exchangeSq n D g *ᵥ x = (D * (D - 2 * g * s)) • x := by
  ext ⟨i, a⟩
  rw [exchangeSq_apply, ht, hx i a]
  simp only [Pi.smul_apply, smul_eq_mul]
  ring

lemma eigenvalue_of_parity {n : ℕ} (D g s : ℝ) (hs : s * s = 1) {p q : Fin n} (hpq : p ≠ q) :
    IsEigenvalue (exchangeSq n D g) (D * (D - 2 * g * s)) := by
  -- the amplitude |p q) + s |q p)
  refine ⟨fun r => delta r.1 p * delta r.2 q + s * (delta r.1 q * delta r.2 p), ?_,
    exchangeSq_traceless D g s _ ?_ ?_⟩
  · intro h
    have h1 := congrFun h (p, q)
    simp [delta, hpq] at h1
  · intro i a
    linear_combination (-(delta a p * delta i q)) * hs
  · refine Finset.sum_eq_zero fun k _ => ?_
    by_cases h : k = p
    · have h' : k ≠ q := fun e => hpq (h.symm.trans e)
      simp [delta, h']
    · simp [delta, h]

/-- For `n ≥ 2` the eigenvalues of `D (D + 2J - 2X)` are exactly `D (D - 2g)`, `D (D + 2g)`
and `D (D + 2(n-1)g)`. -/
theorem exchangeSq_spectrum {n : ℕ} (hn : 2 ≤ n) (D g μ : ℝ) :
    IsEigenvalue (exchangeSq n D g) μ ↔
      μ = D * (D - 2 * g) ∨ μ = D * (D + 2 * g) ∨ μ = D * (D + 2 * ((n : ℝ) - 1) * g) := by
  have hpq : (⟨0, by omega⟩ : Fin n) ≠ ⟨1, by omega⟩ := by simp
  constructor
  · rintro ⟨x, hx0, hx⟩
    by_contra hcon
    simp only [not_or] at hcon
    obtain ⟨h1, h2, h3⟩ := hcon
    have key : ∀ i a, D * (D * x (i, a) + 2 * g * (delta i a * ∑ k, x (k, k))
        - 2 * g * x (a, i)) = μ * x (i, a) := by
      intro i a
      rw [← exchangeSq_apply, hx, Pi.smul_apply, smul_eq_mul]
    -- the diagonal part of the equation forces the trace to vanish
    have tr := sum_relation (fun i => x (i, i)) μ (D * (D - 2 * g))
      (D * 2 * g * ∑ k, x (k, k)) (fun i => by
        have h := key i i
        rw [delta_self] at h
        linear_combination -h)
    have t0 : ∑ k, x (k, k) = 0 := by
      have h : (μ - D * (D + 2 * ((n : ℝ) - 1) * g)) * ∑ k, x (k, k) = 0 := by
        linear_combination tr
      exact (mul_eq_zero.mp h).resolve_left (sub_ne_zero.mpr h3)
    -- the symmetric and antisymmetric parts then vanish separately
    apply hx0
    funext ⟨i, a⟩
    have e1 := key i a
    have e2 := key a i
    rw [t0] at e1 e2
    have hs : (μ - D * (D - 2 * g)) * (x (i, a) + x (a, i)) = 0 := by
      linear_combination -e1 - e2
    have hd : (μ - D * (D + 2 * g)) * (x (i, a) - x (a, i)) = 0 := by
      linear_combination -e1 + e2
    have hs' := (mul_eq_zero.mp hs).resolve_left (sub_ne_zero.mpr h1)
    have hd' := (mul_eq_zero.mp hd).resolve_left (sub_ne_zero.mpr h2)
    show x (i, a) = 0
    linarith
  · rintro (h | h | h)
    · have e := eigenvalue_of_parity D g 1 (by norm_num) hpq
      rwa [mul_one, ← h] at e
    · have e := eigenvalue_of_parity D g (-1) (by norm_num) hpq
      rwa [show D * (D - 2 * g * (-1)) = μ by rw [h]; ring] at e
    · -- the identity amplitude
      refine ⟨fun r => delta r.1 r.2, fun h0 => ?_, ?_⟩
      · have h1 := congrFun h0 (⟨0, by omega⟩, ⟨0, by omega⟩)
        simp [delta] at h1
      · have ht : ∑ k : Fin n, delta k k = (n : ℝ) := by simp [delta]
        ext ⟨i, a⟩
        simp only [exchangeSq_apply, Pi.smul_apply, smul_eq_mul, ht, delta_comm a i, h]
        ring

/-- Every eigenvalue of the direct matrix `D (D + 2J)` is `D²` or `D (D + 2ng)`. -/
theorem directSq_eigenvalue {n : ℕ} {D g μ : ℝ} (h : IsEigenvalue (directSq n D g) μ) :
    μ = D ^ 2 ∨ μ = D * (D + 2 * n * g) := by
  obtain ⟨x, hx0, hx⟩ := h
  have key : ∀ i a, D * (D * x (i, a) + 2 * g * (delta i a * ∑ k, x (k, k)))
      = μ * x (i, a) := by
    intro i a
    rw [← directSq_apply, hx, Pi.smul_apply, smul_eq_mul]
  have tr := sum_relation (fun i => x (i, i)) μ (D ^ 2) (D * 2 * g * ∑ k, x (k, k))
    (fun i => by
      have h := key i i
      rw [delta_self] at h
      linear_combination -h)
  by_cases t0 : ∑ k, x (k, k) = 0
  · left
    by_contra hμ
    apply hx0
    funext ⟨i, a⟩
    have e := key i a
    rw [t0] at e
    have h : (μ - D ^ 2) * x (i, a) = 0 := by linear_combination -e
    exact (mul_eq_zero.mp h).resolve_left (sub_ne_zero.mpr hμ)
  · right
    apply mul_right_cancel₀ t0
    linear_combination tr

/-- Exchange-kernel instability: for `n ≥ 2` and `D, g > 0`, the matrix `D (D + 2J - 2X)` has
a negative eigenvalue if and only if `D < 2g`, whereas `D (D + 2J)` has none. -/
theorem exchange_instability {n : ℕ} (hn : 2 ≤ n) {D g : ℝ} (hD : 0 < D) (hg : 0 < g) :
    ((∃ μ < 0, IsEigenvalue (exchangeSq n D g) μ) ↔ D < 2 * g) ∧
      ¬ ∃ μ < 0, IsEigenvalue (directSq n D g) μ := by
  have hn' : (2 : ℝ) ≤ n := by exact_mod_cast hn
  refine ⟨⟨?_, fun h => ?_⟩, ?_⟩
  · rintro ⟨μ, hμ, he⟩
    rcases (exchangeSq_spectrum hn D g μ).mp he with h | h | h
    · by_contra hlt
      have := mul_nonneg hD.le (sub_nonneg.mpr (not_lt.mp hlt))
      linarith
    · have : 0 < D * (D + 2 * g) := by positivity
      linarith
    · have : 0 < D * (D + 2 * ((n : ℝ) - 1) * g) :=
        mul_pos hD (add_pos hD (mul_pos (by linarith) hg))
      linarith
  · exact ⟨D * (D - 2 * g), mul_neg_of_pos_of_neg hD (by linarith),
      (exchangeSq_spectrum hn D g _).mpr (Or.inl rfl)⟩
  · rintro ⟨μ, hμ, he⟩
    rcases directSq_eigenvalue he with h | h
    · have : 0 < D ^ 2 := by positivity
      linarith
    · have : 0 < D * (D + 2 * n * g) := by positivity
      linarith

/-- For a single pair, `n = 1`, the only possible eigenvalue of `D (D + 2J - 2X)` is `D²`,
whatever the coupling `g`. -/
theorem single_pair_eigenvalue {D g μ : ℝ} (h : IsEigenvalue (exchangeSq 1 D g) μ) :
    μ = D ^ 2 := by
  obtain ⟨x, hx0, hx⟩ := h
  have hs : ∑ k : Fin 1, x (k, k) = x (0, 0) := by simp
  have e := congrFun hx (0, 0)
  rw [exchangeSq_apply, hs, delta_self, Pi.smul_apply, smul_eq_mul] at e
  have h00 : x (0, 0) ≠ 0 := by
    intro h0
    apply hx0
    funext ⟨i, a⟩
    rw [Subsingleton.elim i 0, Subsingleton.elim a 0]
    exact h0
  apply mul_right_cancel₀ h00
  linear_combination -e

end

end RPAExchangeInstability
```

```lean
#print axioms RPAExchangeInstability.exchange_instability
#print axioms RPAExchangeInstability.single_pair_eigenvalue
```

```
'RPAExchangeInstability.exchange_instability' depends on axioms: [propext, Classical.choice, Quot.sound]
'RPAExchangeInstability.single_pair_eigenvalue' depends on axioms: [propext, Classical.choice, Quot.sound]
```

## The definitions and theorems in words

`Fin n × Fin n` is the set of excitation pairs, with the occupied label first. `eri` is the postulated integral, and both `directKernel` and `exchangeKernel` are built from it, so the index order of the exchange integral is explicit. `directSq` and `exchangeSq` are the two squared-frequency matrices. `IsEigenvalue M μ` says that some nonzero real amplitude satisfies $Mx=\mu x$. Since both matrices are real and symmetric, restricting the definition to real eigenvalues loses none.

The main theorem, `exchange_instability`, assumes `2 ≤ n`, `0 < D` and `0 < g`. Its first part is the equivalence with `D < 2 * g`; its second denies a negative eigenvalue of the direct matrix. The theorem `exchangeSq_spectrum` gives the complete set of exchange eigenvalues for $n\ge2$ and any real $D$ and $g$. For the direct matrix, `directSq_eigenvalue` states only that an eigenvalue must be one of the two listed values, which is enough to settle its sign.

## From the kernel actions to the sign argument

`directKernel_apply` and `exchangeKernel_apply` evaluate the two kernel sums. In the second, `Fintype.sum_eq_single` keeps the one surviving term, at the pair `(a, i)`. `directSq_apply` and `exchangeSq_apply` assemble the right-hand sides of the eigenvalue equations.

`exchangeSq_traceless` is the eigenvector computation for a given parity $s$, and `eigenvalue_of_parity` supplies the two-label amplitude, without its factor $1/\sqrt2$. The spectrum theorem uses it with labels 0 and 1, then treats the unnormalised identity amplitude separately.

For the converse, `by_contra` assumes that $\mu$ is none of the three values. `sum_relation` sums the diagonal equation, and `mul_eq_zero` forces the trace to vanish. The `linear_combination` steps for `hs` and `hd` are the addition and subtraction above, after which `linarith` concludes that each component is zero. `directSq_eigenvalue` splits on whether the trace vanishes, and `exchange_instability` reads off the signs. The case $n=1$ is `single_pair_eigenvalue`.

## Reach of the threshold

The equivalence holds for every finite $n\ge2$ in this model, with no expansion in $g$. The theorems concern eigenvalues only; they say nothing about multiplicities or correlation energies.

The integral and the uniform gap are assumptions, not results derived from a molecular Hamiltonian. For $n=2$ the integral can be realised with spin orbitals: labels 0 and 1 are the spin-up and spin-down copies of one real occupied and one real virtual spatial orbital. For $n\ge3$ no real orbitals of definite spin give it exactly. Equal self- and mutual repulsion would make all matching-label transition densities identical, and zero self-repulsion would make the mixed-label ones vanish. Two matching pairs of the same spin would then have a common density whose square is a product of two vanishing densities, contradicting $g>0$. The cases $n\ge3$ are therefore algebraic illustrations, not descriptions of a system with such orbitals. There is no spin adaptation, and the numbers of occupied and virtual orbitals are equal. The same exchange term $(ib|ja)$ enters $A$ and $B$, whereas time-dependent Hartree–Fock has $(ij|ab)$ in $A$. For a real system, $D<2g$ is therefore no substitute for computing the lowest eigenvalue of that system's own matrix.
